# Inducing from a subgroup C a restricted class function weighted by |C| on the generators of C

Let `G` be a finite group of symmetry operations, `C` any subgroup, and `χ` a complex function on `G` that is constant on conjugacy classes, though not necessarily a character. The function `θ_C` equals the order of `C` on each element that generates `C`, and zero on the rest of `C`. The theorem says that if `χ` is restricted to `C`, multiplied by `θ_C` and induced back to `G`, the value at `g` is `χ g` times the number of `x` in `G` for which `x⁻¹ * g * x` generates `C`. The proof moves the factor 1/|C| inside the sum over `x` and compares the two sides term by term, according to whether `x⁻¹ * g * x` generates `C` and, if it does not, whether it lies in `C` at all.

The first attempt, which Lean rejects:

```lean
import Mathlib

open scoped Classical

namespace ArtinInduction

noncomputable section

variable {G : Type*} [Group G]

/-- A class function takes the same value on conjugate symmetry operations. -/
def IsClassFunction (χ : G → ℂ) : Prop := ∀ x g : G, χ (x⁻¹ * g * x) = χ g

/-- Descent in symmetry: the restriction of a function on `G` to the subgroup `H`. -/
def res (H : Subgroup G) (χ : G → ℂ) : H → ℂ := fun h => χ h

/-- The function `θ_C` on `C`: the order of `C` on each generator of `C`, zero elsewhere. -/
def theta (C : Subgroup G) : C → ℂ :=
  fun c => if Subgroup.zpowers (c : G) = C then (Nat.card C : ℂ) else 0

variable [Fintype G]

/-- Ascent in symmetry: the function on `G` induced from a function on the subgroup `H`. -/
def ind (H : Subgroup G) (ψ : H → ℂ) (g : G) : ℂ :=
  (Nat.card H : ℂ)⁻¹ * ∑ x : G, if h : x⁻¹ * g * x ∈ H then ψ ⟨x⁻¹ * g * x, h⟩ else 0

/-- Inducing `θ_C · Res χ` gives at `g` the value `χ g` once for each `x` such that
`x⁻¹ g x` generates `C`. -/
theorem ind_theta_mul_res {χ : G → ℂ} (hχ : IsClassFunction χ) (C : Subgroup G) (g : G) :
    ind C (fun c => theta C c * res C χ c) g =
      ∑ x : G, if Subgroup.zpowers (x⁻¹ * g * x) = C then χ g else 0 := by
  have hC : (Nat.card C : ℂ) ≠ 0 := Nat.cast_ne_zero.mpr Nat.card_pos.ne'
  unfold ind
  rw [Finset.mul_sum]
  refine Finset.sum_congr rfl fun x _ => ?_
  by_cases hz : Subgroup.zpowers (x⁻¹ * g * x) = C
  · have hm : x⁻¹ * g * x ∈ C :=
      (le_of_eq hz) (Subgroup.mem_zpowers (x⁻¹ * g * x))
    have ht : theta C ⟨x⁻¹ * g * x, hm⟩ = (Nat.card C : ℂ) := if_pos hz
    have hr : res C χ ⟨x⁻¹ * g * x, hm⟩ = χ g := hχ x g
    -- the order of `C` cancels the normalisation of the induced function
    rw [dif_pos hm, if_pos hz, ht, hr, ← mul_assoc, inv_mul_cancel₀ hC, one_mul]
  · rw [if_neg hz]
    by_cases hm : x⁻¹ * g * x ∈ C
    · have ht : theta C ⟨x⁻¹ * g * x, hm⟩ = 0 := if_neg hz
      rw [dif_pos hm, ht, zero_mul, mul_zero]
    · rw [dif_neg hm, mul_zero]

end

end ArtinInduction
```

Messages:

```
Main.lean:42:31: error: Tactic `rewrite` failed: Did not find an occurrence of the pattern
  theta C ⟨x⁻¹ * g * x, hm⟩
in the target expression
  (↑(Nat.card ↥C))⁻¹ * (fun c => theta C c * res C χ c) ⟨x⁻¹ * g * x, hm⟩ = χ g

case pos
G : Type u_1
inst✝¹ : Group G
inst✝ : Fintype G
χ : G → ℂ
hχ : IsClassFunction χ
C : Subgroup G
g : G
hC : ↑(Nat.card ↥C) ≠ 0
x : G
x✝ : x ∈ Finset.univ
hz : Subgroup.zpowers (x⁻¹ * g * x) = C
hm : x⁻¹ * g * x ∈ C
ht : theta C ⟨x⁻¹ * g * x, hm⟩ = ↑(Nat.card ↥C)
hr : res C χ ⟨x⁻¹ * g * x, hm⟩ = χ g
⊢ (↑(Nat.card ↥C))⁻¹ * (fun c => theta C c * res C χ c) ⟨x⁻¹ * g * x, hm⟩ = χ g
Main.lean:46:22: error: Tactic `rewrite` failed: Did not find an occurrence of the pattern
  theta C ⟨x⁻¹ * g * x, hm⟩
in the target expression
  (↑(Nat.card ↥C))⁻¹ * (fun c => theta C c * res C χ c) ⟨x⁻¹ * g * x, hm⟩ = 0

case pos
G : Type u_1
inst✝¹ : Group G
inst✝ : Fintype G
χ : G → ℂ
hχ : IsClassFunction χ
C : Subgroup G
g : G
hC : ↑(Nat.card ↥C) ≠ 0
x : G
x✝ : x ∈ Finset.univ
hz : ¬Subgroup.zpowers (x⁻¹ * g * x) = C
hm : x⁻¹ * g * x ∈ C
ht : theta C ⟨x⁻¹ * g * x, hm⟩ = 0
⊢ (↑(Nat.card ↥C))⁻¹ * (fun c => theta C c * res C χ c) ⟨x⁻¹ * g * x, hm⟩ = 0
```

What went wrong. Both errors have the same cause. The function being induced is given as `fun c => theta C c * res C χ c`. Once `dif_pos hm` has selected the branch for elements of `C`, the goal contains this function applied to `⟨x⁻¹ * g * x, hm⟩`, with the argument not yet substituted for `c`. The next rewrite, `ht`, looks for `theta C ⟨x⁻¹ * g * x, hm⟩`, but the goal has only `theta C c` inside the function, with the element standing outside it. The two forms are equal by definition, but `rw` does not carry out the substitution in its search for the pattern.

The repair splits each `rw` in two and puts `beta_reduce` between the parts. This substitutes the element for `c`, so that the product `theta C ⟨x⁻¹ * g * x, hm⟩ * res C χ ⟨x⁻¹ * g * x, hm⟩` appears in the goal. Then `ht` finds its pattern in both cases, as does `hr` in the first, and the remaining rewrites go through as they were written.

Fix (accepted with no message):

```diff
@@ -40,9 +40,13 @@
     have hr : res C χ ⟨x⁻¹ * g * x, hm⟩ = χ g := hχ x g
     -- the order of `C` cancels the normalisation of the induced function
-    rw [dif_pos hm, if_pos hz, ht, hr, ← mul_assoc, inv_mul_cancel₀ hC, one_mul]
+    rw [dif_pos hm, if_pos hz]
+    beta_reduce
+    rw [ht, hr, ← mul_assoc, inv_mul_cancel₀ hC, one_mul]
   · rw [if_neg hz]
     by_cases hm : x⁻¹ * g * x ∈ C
     · have ht : theta C ⟨x⁻¹ * g * x, hm⟩ = 0 := if_neg hz
-      rw [dif_pos hm, ht, zero_mul, mul_zero]
+      rw [dif_pos hm]
+      beta_reduce
+      rw [ht, zero_mul, mul_zero]
     · rw [dif_neg hm, mul_zero]
 
```
